# A Frobenius-norm bound on occupied–virtual mixing between two Hermitian matrices

## Two Hamiltonians and their projectors

Let $A$ and $B$ be Hermitian complex matrices of the same finite size, written in one orthonormal basis. For example, $A$ may be a truncated one-particle Hamiltonian and $B$ the full one. Their eigenvalues are $\lambda_i$ and $\mu_j$, and their orthonormal eigenvectors (orbitals) are the columns of the unitary matrices $U$ and $V$.

Fix energies $a<b$. Set $p_i=1$ if $\lambda_i\le a$ and $p_i=0$ otherwise; set $q_j=1$ if $\mu_j\ge b$ and $q_j=0$ otherwise. The spectral projectors are

$$P=U\,\mathrm{diag}(p)\,U^\dagger,\qquad Q=V\,\mathrm{diag}(q)\,V^\dagger .$$

The norm is the Frobenius norm, $\|M\|^2=\sum_{ij}|M_{ij}|^2$. If $P$ selects the occupied orbitals of $A$ and $Q$ the virtual orbitals of $B$, then $\|PQ\|$ measures how far the two subspaces mix.

## The bound

$$\|PQ\|\;\le\;\frac{\|P(A-B)Q\|}{b-a}\;\le\;\frac{\|A-B\|}{b-a}.$$

Suppose that $P$ selects all occupied orbitals of $A$, that $Q$ selects all virtual orbitals of $B$, and that both matrices have the same number of occupied orbitals. For a finite, non-self-consistent model, the bound then turns the size of a Hamiltonian truncation into a limit on the error in the occupied subspace. In general it limits only the mixing of the selected levels. The condition $a<b$ separates the selected levels of $A$ from those of $B$. Neither spectrum needs a gap of its own: levels of either matrix may lie between $a$ and $b$, and those are not selected.

## Derivation in the mixed orbital basis

For any matrix $X$, unitarity gives

$$\|U^\dagger XV\|^2=\mathrm{tr}(V^\dagger X^\dagger UU^\dagger XV)=\mathrm{tr}(X^\dagger X)=\|X\|^2 .$$

All norms can therefore be computed with orbitals of $A$ on the left and of $B$ on the right. There the projectors act as factors:

$$(U^\dagger PXQV)_{ij}=p_i\,(U^\dagger XV)_{ij}\,q_j .$$

Let $S=U^\dagger V$ be the overlap matrix. Taking $X=1$ gives $p_iS_{ij}q_j$ for the mixing. For $X=A-B$, the relations $U^\dagger A=\mathrm{diag}(\lambda)U^\dagger$ and $BV=V\mathrm{diag}(\mu)$ give

$$(U^\dagger(A-B)V)_{ij}=(\lambda_i-\mu_j)S_{ij}.$$

If $p_i=q_j=1$, then $\lambda_i\le a<b\le\mu_j$, so $|\lambda_i-\mu_j|\ge b-a$. Otherwise both projected entries vanish. In every case

$$(b-a)\,|p_iS_{ij}q_j|\le|p_i(\lambda_i-\mu_j)S_{ij}q_j| .$$

Squaring, summing and taking the root gives the first inequality. The second holds because the factors $p_i$ and $q_j$ can only remove entries of $U^\dagger(A-B)V$.

Equality occurs for $A=a1$, $B=b1$. Both projectors are then the identity, and in size $N$ both sides equal $\sqrt N$.

## The Lean file

```lean
import Mathlib

open Matrix

namespace GapControlledSubspace

noncomputable section

variable {n : Type*} [Fintype n] [DecidableEq n] {A B : Matrix n n ℂ}

/-- The Frobenius norm: the root of the sum of all squared moduli of the entries. -/
def frobNorm (M : Matrix n n ℂ) : ℝ := √(∑ i, ∑ j, ‖M i j‖ ^ 2)

/-- The matrix whose columns are orthonormal eigenvectors (orbitals) of `A`. -/
def orbitals (hA : A.IsHermitian) : Matrix n n ℂ := (hA.eigenvectorUnitary : Matrix n n ℂ)

open Classical in
/-- The occupation of a level of energy `x`: one inside the energy window `s`, zero outside. -/
def occ (s : Set ℝ) (x : ℝ) : ℂ := if x ∈ s then 1 else 0

/-- The spectral projector of `A` for the eigenvalues in the energy window `s`. -/
def specProj (hA : A.IsHermitian) (s : Set ℝ) : Matrix n n ℂ :=
  orbitals hA * diagonal (fun i => occ s (hA.eigenvalues i)) * (orbitals hA)ᴴ

omit [DecidableEq n] in
/-- The squared Frobenius norm is the real part of the trace of `Mᴴ M`. -/
theorem frobNorm_sq (M : Matrix n n ℂ) : frobNorm M ^ 2 = (trace (Mᴴ * M)).re := by
  unfold frobNorm
  rw [Real.sq_sqrt (by positivity), Finset.sum_comm]
  simp only [trace, diag_apply, mul_apply, conjTranspose_apply, Complex.re_sum]
  refine Finset.sum_congr rfl fun j _ => Finset.sum_congr rfl fun i _ => ?_
  rw [← Complex.normSq_eq_norm_sq]
  simp [Complex.normSq_apply, Complex.mul_re]

/-- The Frobenius norm is unchanged by independent unitary changes of basis on both sides. -/
theorem frobNorm_unitary {U V : Matrix n n ℂ} (hU : U * Uᴴ = 1) (hV : V * Vᴴ = 1)
    (M : Matrix n n ℂ) : frobNorm (Uᴴ * M * V) = frobNorm M := by
  have h : trace ((Uᴴ * M * V)ᴴ * (Uᴴ * M * V)) = trace (Mᴴ * M) := calc
    _ = trace (Vᴴ * (Mᴴ * (U * Uᴴ) * M * V)) := by
      simp only [conjTranspose_mul, conjTranspose_conjTranspose, Matrix.mul_assoc]
    _ = _ := by
      rw [hU, Matrix.trace_mul_comm Vᴴ, Matrix.mul_one, Matrix.mul_assoc (Mᴴ * M), hV,
        Matrix.mul_one]
  refine (sq_eq_sq₀ (Real.sqrt_nonneg _) (Real.sqrt_nonneg _)).mp ?_
  change frobNorm _ ^ 2 = frobNorm _ ^ 2
  rw [frobNorm_sq, frobNorm_sq, h]

omit [DecidableEq n] in
/-- An entrywise bound with a common factor `c` carries over to the Frobenius norm. -/
theorem mul_frobNorm_le {M N : Matrix n n ℂ} {c : ℝ} (hc : 0 ≤ c)
    (h : ∀ i j, c * ‖M i j‖ ≤ ‖N i j‖) : c * frobNorm M ≤ frobNorm N := by
  unfold frobNorm
  apply Real.le_sqrt_of_sq_le
  rw [mul_pow, Real.sq_sqrt (by positivity), Finset.mul_sum]
  refine Finset.sum_le_sum fun i _ => ?_
  rw [Finset.mul_sum]
  refine Finset.sum_le_sum fun j _ => ?_
  rw [← mul_pow]
  exact pow_le_pow_left₀ (mul_nonneg hc (norm_nonneg _)) (h i j) 2

/-- The orbitals of `A` form a unitary matrix and solve the eigenvalue equation, written
from the right and from the left. -/
theorem orbitals_spec (hA : A.IsHermitian) :
    (orbitals hA)ᴴ * orbitals hA = 1 ∧ orbitals hA * (orbitals hA)ᴴ = 1 ∧
    A * orbitals hA = orbitals hA * diagonal (fun i => (hA.eigenvalues i : ℂ)) ∧
    (orbitals hA)ᴴ * A = diagonal (fun i => (hA.eigenvalues i : ℂ)) * (orbitals hA)ᴴ := by
  have h1 : (orbitals hA)ᴴ * orbitals hA = 1 :=
    Matrix.mem_unitaryGroup_iff'.mp hA.eigenvectorUnitary.2
  have h2 : orbitals hA * (orbitals hA)ᴴ = 1 :=
    Matrix.mem_unitaryGroup_iff.mp hA.eigenvectorUnitary.2
  have h3 : A = orbitals hA * diagonal (fun i => (hA.eigenvalues i : ℂ)) * (orbitals hA)ᴴ := by
    have h := hA.spectral_theorem
    rw [Unitary.conjStarAlgAut_apply] at h
    exact h
  refine ⟨h1, h2, ?_, ?_⟩
  · refine (congrArg (fun X => X * orbitals hA) h3).trans ?_
    simp only [Matrix.mul_assoc, h1, Matrix.mul_one]
  · refine (congrArg (fun X => (orbitals hA)ᴴ * X) h3).trans ?_
    simp only [← Matrix.mul_assoc, h1, Matrix.one_mul]

/-- The spectral projector keeps every eigenvector whose eigenvalue lies in the window and
annihilates every eigenvector whose eigenvalue lies outside. -/
theorem specProj_mulVec (hA : A.IsHermitian) (s : Set ℝ) {x : ℝ} {v : n → ℂ}
    (h : A *ᵥ v = (x : ℂ) • v) : specProj hA s *ᵥ v = occ s x • v := by
  obtain ⟨-, hU, -, hl⟩ := orbitals_spec hA
  -- only orbitals of energy x contribute to v
  have h2 : diagonal (fun i => (hA.eigenvalues i : ℂ)) *ᵥ ((orbitals hA)ᴴ *ᵥ v)
      = (x : ℂ) • ((orbitals hA)ᴴ *ᵥ v) := by
    rw [mulVec_mulVec, ← hl, ← mulVec_mulVec, h, mulVec_smul]
  have h3 : diagonal (fun i => occ s (hA.eigenvalues i)) *ᵥ ((orbitals hA)ᴴ *ᵥ v)
      = occ s x • ((orbitals hA)ᴴ *ᵥ v) := by
    funext i
    have hi := congrFun h2 i
    rw [mulVec_diagonal, Pi.smul_apply, smul_eq_mul] at hi
    rw [mulVec_diagonal, Pi.smul_apply, smul_eq_mul]
    by_cases h0 : ((orbitals hA)ᴴ *ᵥ v) i = 0
    · rw [h0, mul_zero, mul_zero]
    · have hx : hA.eigenvalues i = x := by exact_mod_cast mul_right_cancel₀ h0 hi
      rw [hx]
  unfold specProj
  rw [← mulVec_mulVec, ← mulVec_mulVec, h3, mulVec_smul, mulVec_mulVec, hU, one_mulVec]

/-- Between orbitals of `A` and of `B`, projecting a matrix on both sides multiplies each of
its elements by the two occupations. -/
theorem projected_entry (hA : A.IsHermitian) (hB : B.IsHermitian) (s t : Set ℝ)
    (M : Matrix n n ℂ) (i j : n) :
    ((orbitals hA)ᴴ * (specProj hA s * M * specProj hB t) * orbitals hB) i j =
      occ s (hA.eigenvalues i) * ((orbitals hA)ᴴ * M * orbitals hB) i j
        * occ t (hB.eigenvalues j) := by
  have h : (orbitals hA)ᴴ * (specProj hA s * M * specProj hB t) * orbitals hB =
      diagonal (fun i => occ s (hA.eigenvalues i)) * ((orbitals hA)ᴴ * M * orbitals hB)
        * diagonal (fun j => occ t (hB.eigenvalues j)) := calc
    _ = ((orbitals hA)ᴴ * orbitals hA) * diagonal (fun i => occ s (hA.eigenvalues i))
        * ((orbitals hA)ᴴ * M * orbitals hB) * diagonal (fun j => occ t (hB.eigenvalues j))
        * ((orbitals hB)ᴴ * orbitals hB) := by simp only [specProj, Matrix.mul_assoc]
    _ = _ := by
      rw [(orbitals_spec hA).1, (orbitals_spec hB).1, Matrix.one_mul, Matrix.mul_one]
  rw [h, mul_diagonal, diagonal_mul]

/-- The mixing of the levels of `A` up to `a` with the levels of `B` from `b` on is bounded by the
Frobenius norm of the block of `A - B` that couples them, divided by the gap `b - a`. -/
theorem mixing_le_coupling (hA : A.IsHermitian) (hB : B.IsHermitian) {a b : ℝ} (hab : a < b) :
    frobNorm (specProj hA (Set.Iic a) * specProj hB (Set.Ici b)) ≤
      frobNorm (specProj hA (Set.Iic a) * (A - B) * specProj hB (Set.Ici b)) / (b - a) := by
  obtain ⟨-, hU, -, hl⟩ := orbitals_spec hA
  obtain ⟨-, hV, hr, -⟩ := orbitals_spec hB
  -- elements of A - B are energy differences times orbital overlaps
  have hd : ∀ i j, ((orbitals hA)ᴴ * (A - B) * orbitals hB) i j =
      ((hA.eigenvalues i - hB.eigenvalues j : ℝ) : ℂ)
        * ((orbitals hA)ᴴ * 1 * orbitals hB : Matrix n n ℂ) i j := by
    intro i j
    rw [Matrix.mul_sub, Matrix.sub_mul, Matrix.mul_assoc _ B _, hl, hr, Matrix.mul_one,
      Matrix.mul_assoc, ← Matrix.mul_assoc _ (orbitals hB), Matrix.sub_apply, diagonal_mul,
      mul_diagonal]
    push_cast
    ring
  rw [le_div_iff₀ (sub_pos.2 hab), mul_comm, ← Matrix.mul_one (specProj hA (Set.Iic a)),
    ← frobNorm_unitary hU hV (_ * 1 * _), Matrix.mul_one (specProj hA (Set.Iic a)),
    ← frobNorm_unitary hU hV (_ * (A - B) * _)]
  refine mul_frobNorm_le (sub_pos.2 hab).le fun i j => ?_
  have he := projected_entry hA hB (Set.Iic a) (Set.Ici b) 1 i j
  rw [Matrix.mul_one (specProj hA (Set.Iic a))] at he
  rw [he, projected_entry, hd]
  by_cases hi : hA.eigenvalues i ≤ a
  · by_cases hj : b ≤ hB.eigenvalues j
    · have h1 : occ (Set.Iic a) (hA.eigenvalues i) = 1 := if_pos hi
      have h2 : occ (Set.Ici b) (hB.eigenvalues j) = 1 := if_pos hj
      simp only [h1, h2, one_mul, mul_one, norm_mul, Complex.norm_real, Real.norm_eq_abs]
      rw [abs_sub_comm]
      exact mul_le_mul_of_nonneg_right (le_trans (by linarith) (le_abs_self _)) (norm_nonneg _)
    · have h2 : occ (Set.Ici b) (hB.eigenvalues j) = 0 := if_neg hj
      simp [h2]
  · have h1 : occ (Set.Iic a) (hA.eigenvalues i) = 0 := if_neg hi
    simp [h1]

/-- The mixing of the levels of `A` up to `a` with the levels of `B` from `b` on is at most the
Frobenius norm of `A - B` divided by the gap `b - a`. -/
theorem mixing_le (hA : A.IsHermitian) (hB : B.IsHermitian) {a b : ℝ} (hab : a < b) :
    frobNorm (specProj hA (Set.Iic a) * specProj hB (Set.Ici b)) ≤
      frobNorm (A - B) / (b - a) := by
  refine (mixing_le_coupling hA hB hab).trans
    (div_le_div_of_nonneg_right ?_ (sub_pos.2 hab).le)
  -- projecting on both sides can only remove elements
  have hU := (orbitals_spec hA).2.1
  have hV := (orbitals_spec hB).2.1
  rw [← frobNorm_unitary hU hV (_ * (A - B) * _), ← frobNorm_unitary hU hV (A - B),
    ← one_mul (frobNorm ((orbitals hA)ᴴ * (_ * (A - B) * _) * orbitals hB))]
  refine mul_frobNorm_le zero_le_one fun i j => ?_
  rw [projected_entry]
  unfold occ
  split_ifs <;> simp

/-- The bound is attained in every dimension by the pair `A = a • 1`, `B = b • 1`. -/
theorem mixing_le_sharp {a b : ℝ} (hab : a < b)
    (hA : ((a : ℂ) • (1 : Matrix n n ℂ)).IsHermitian)
    (hB : ((b : ℂ) • (1 : Matrix n n ℂ)).IsHermitian) :
    frobNorm (specProj hA (Set.Iic a) * specProj hB (Set.Ici b)) =
      frobNorm ((a : ℂ) • (1 : Matrix n n ℂ) - (b : ℂ) • 1) / (b - a) := by
  refine le_antisymm (mixing_le hA hB hab) ?_
  -- both projectors are the identity
  have key : ∀ (x : ℝ) (s : Set ℝ) (h : ((x : ℂ) • (1 : Matrix n n ℂ)).IsHermitian),
      x ∈ s → specProj h s = 1 := by
    intro x s h hx
    ext i j
    have hv := specProj_mulVec h s (x := x) (v := Pi.single j 1) (by
      rw [smul_mulVec, one_mulVec])
    have ho : occ s x = 1 := if_pos hx
    rw [ho, one_smul] at hv
    simpa [Matrix.one_apply, Pi.single_apply] using congrFun hv i
  rw [key a _ hA (Set.mem_Iic.2 le_rfl), key b _ hB (Set.mem_Ici.2 le_rfl), Matrix.mul_one,
    div_eq_inv_mul]
  have hpos := sub_pos.2 hab
  refine mul_frobNorm_le (inv_nonneg.2 hpos.le) fun i j => ?_
  by_cases hij : i = j
  · subst hij
    have he : ((a : ℂ) • (1 : Matrix n n ℂ) - (b : ℂ) • 1) i i = ((a - b : ℝ) : ℂ) := by simp
    rw [he, Complex.norm_real, Real.norm_eq_abs, abs_sub_comm, abs_of_pos hpos,
      inv_mul_cancel₀ hpos.ne', Matrix.one_apply_eq, norm_one]
  · simp [hij]

end

end GapControlledSubspace
```

```lean
#print axioms GapControlledSubspace.mixing_le_coupling
#print axioms GapControlledSubspace.mixing_le_sharp
```

```
'GapControlledSubspace.mixing_le_coupling' depends on axioms: [propext, Classical.choice, Quot.sound]
'GapControlledSubspace.mixing_le_sharp' depends on axioms: [propext, Classical.choice, Quot.sound]
```

## Reading the formal statement

The finite type `n` labels the basis, `hA` and `hB` state Hermiticity, and `hab` is the separation $a<b$. `Set.Iic a` and `Set.Ici b` are the windows $(-\infty,a]$ and $[b,\infty)$, so $P$ is `specProj hA (Set.Iic a)` and $Q$ is `specProj hB (Set.Ici b)`. The main theorem is `mixing_le`; `mixing_le_coupling` is the sharper first inequality.

The separation is assumed, not derived from a model. A non-orthogonal basis must be orthogonalised first, and a Hamiltonian truncated to fewer basis functions must be extended to the common size.

The operator norm would be another measure of mixing, recording the largest effect on one normalised vector instead of the total. For identical, non-interacting fragments, the Frobenius norm of $A-B$ grows as the square root of their number, while the operator norm stays constant. The proof would have to change, since the operator norm does not respect entrywise comparison of moduli.

## How the proof follows the derivation

`frobNorm_sq` and `frobNorm_unitary` supply the trace formula and the change of basis. `orbitals_spec` extracts unitarity and the eigenvalue equations from Mathlib's spectral theorem, and `projected_entry` produces the factors $p_i$ and $q_j$. The code calls both of them occupations, but they only mark the selected levels: $q_j=1$ does not mean that level $j$ of $B$ is occupied. `specProj_mulVec` confirms that the projector keeps eigenvectors inside the window and annihilates those outside.

In `mixing_le_coupling`, `hd` is the formula with $\lambda_i-\mu_j$. The two `by_cases` steps separate selected from unselected pairs, and `mul_frobNorm_le` carries the entrywise bound over to the norm. `mixing_le` uses the same lemma with factor one to remove the projectors.

For equality, `mixing_le_sharp` takes one direction from `mixing_le`. For the other, `key` shows that both projectors are the identity by applying `specProj_mulVec` to the basis vectors, and the entries are then compared directly.
